# The matrix entries of a Jordan-Wigner annihilation operator

For finitely many fermionic modes, the Jordan-Wigner annihilation matrix of mode `j` is a tensor product of one-qubit matrices: Z before `j`, the lowering matrix at `j`, and the identity after it. The theorem gives its entry in row `s` and column `t`, both of them strings of occupations. If `j` is occupied in `t`, and `s` is `t` with `j` emptied, the entry is a product of signs, one factor -1 for each occupied mode before `j`; otherwise it is zero. The proof writes each one-qubit factor as a sign or zero, gathers the product into a single `if`, and then has to show that the condition of this `if` is equivalent to the one in the statement.

The failing Lean file:

```lean
import Mathlib

open Matrix

namespace JordanWignerApply

variable {n : ℕ} {m : Type*} [Fintype m] [DecidableEq m]

/-- The one-qubit factor on site `k` of the Jordan-Wigner matrix of mode `j`:
`Z` before `j`, the lowering matrix `|0⟩⟨1|` at `j`, the identity after `j`. -/
def site (j k : Fin n) : Matrix (Fin 2) (Fin 2) ℂ :=
  if k < j then !![1, 0; 0, -1] else if k = j then !![0, 1; 0, 0] else 1

/-- The Jordan-Wigner annihilation matrix of mode `j`, the tensor product of its
one-qubit factors, in the basis of bit strings. -/
def jordanWigner (j : Fin n) : Matrix (Fin n → Fin 2) (Fin n → Fin 2) ℂ :=
  Matrix.of fun s t => ∏ k, site j k (s k) (t k)

/-- The sign `-1` for an occupied mode `k` before `j`, and `1` otherwise. -/
def jwSign (t : Fin n → Fin 2) (j k : Fin n) : ℂ :=
  if k < j ∧ t k = 1 then -1 else 1

/-- The Jordan-Wigner matrix of mode `j` empties an occupied mode `j`, with one sign for
each occupied mode before it; all its other entries vanish. -/
theorem jordanWigner_apply (j : Fin n) (s t : Fin n → Fin 2) :
    jordanWigner j s t =
      if t j = 1 ∧ s = Function.update t j 0 then ∏ k, jwSign t j k else 0 := by
  have two : ∀ x : Fin 2, x = 0 ∨ x = 1 := by decide
  -- each one-qubit factor is a sign or zero
  have f : ∀ k, site j k (s k) (t k) =
      if s k = Function.update t j 0 k ∧ (k = j → t j = 1) then jwSign t j k else 0 := by
    intro k
    by_cases hk : k = j
    · subst hk
      rcases two (s k) with a | a <;> rcases two (t k) with c | c <;>
        simp [site, jwSign, a, c]
    · by_cases hl : k < j <;> rcases two (s k) with a | a <;>
        rcases two (t k) with c | c <;> simp [site, jwSign, Matrix.one_apply, hk, hl, a, c]
  change ∏ k, site j k (s k) (t k) = _
  rw [Finset.prod_congr rfl fun k _ => f k, Finset.prod_ite_zero]
  exact if_congr ⟨fun h => ⟨(h j (Finset.mem_univ j)).2 rfl,
    funext fun k => (h k (Finset.mem_univ k)).1⟩,
    fun h k _ => ⟨congrFun h.2 k, fun _ => h.1⟩⟩ rfl rfl

end JordanWignerApply
```

The error:

```
Main.lean:41:8: error: synthesized type class instance is not definitionally equal to expression inferred by typing rules, synthesized
  Nat.decidableForallFin fun i => i ∈ Finset.univ → s i = Function.update t j 0 i ∧ (i = j → t j = 1)
inferred
  Finset.decidableDforallFinset
```

Cause. The error is about how a condition is decided, and the equivalence of the two conditions is not in question. An `if` in Lean carries a `Decidable` instance for its condition. The rewrite with `Finset.prod_ite_zero` left an `if` whose condition ranges over all `k` in `Finset.univ`, with the instance `Finset.decidableDforallFinset`. `if_congr` takes its instances by type class synthesis, and for the same condition Lean found `Nat.decidableForallFin`. The two did not pass Lean's check for definitional equality, so the term was rejected.

The repair keeps the old proof of the equivalence, now stated separately as `e`, and drops `if_congr`. It splits on whether the condition in the statement holds, and `e` carries the answer over to the other condition. `if_pos` and `if_neg` then reduce both sides to the same product or to zero. These lemmas take the `Decidable` instance as an ordinary implicit argument, so the rewrite reads it off the goal and no second instance is synthesized to disagree with it.

Fix (accepted with no message):

```diff
@@ -39,7 +39,12 @@
   change ∏ k, site j k (s k) (t k) = _
   rw [Finset.prod_congr rfl fun k _ => f k, Finset.prod_ite_zero]
-  exact if_congr ⟨fun h => ⟨(h j (Finset.mem_univ j)).2 rfl,
-    funext fun k => (h k (Finset.mem_univ k)).1⟩,
-    fun h k _ => ⟨congrFun h.2 k, fun _ => h.1⟩⟩ rfl rfl
+  have e : (∀ k ∈ (Finset.univ : Finset (Fin n)),
+      s k = Function.update t j 0 k ∧ (k = j → t j = 1)) ↔
+      t j = 1 ∧ s = Function.update t j 0 :=
+    ⟨fun h => ⟨(h j (Finset.mem_univ j)).2 rfl, funext fun k => (h k (Finset.mem_univ k)).1⟩,
+      fun h k _ => ⟨congrFun h.2 k, fun _ => h.1⟩⟩
+  by_cases h : t j = 1 ∧ s = Function.update t j 0
+  · rw [if_pos h, if_pos (e.2 h)]
+  · rw [if_neg h, if_neg (mt e.1 h)]
 
 end JordanWignerApply
```
